# Overlaps of one-dimensional London orbitals obey the Gaussian recursion with a complex centre

I am extending a Gaussian overlap code to London orbitals (GIAOs). Along each axis the phases of the two orbitals combine into one plane wave, and when I complete the square, the centre of the product Gaussian moves off the real axis. My field-free code raises the powers of x − A using the distance from A to the real product centre. May I simply put the complex centre there, although x only runs over real values? Or should I keep its real part, or conjugate it for the bra?

## Use the complex centre as it stands, in both recursions

Yes, you may put it in unchanged. Let a, b > 0 be the exponents, A and B the real centres, k the real wave number of the combined phase, and p = a + b. I write I for the imaginary unit, because i and j count powers. With

S(i,j) = ∫ (x−A)^i (x−B)^j exp(−a(x−A)² − b(x−B)² − I k x) dx

over the real line, and

Q = (aA + bB)/p − I k/(2p),

the overlaps satisfy

S(0,0) = K √(π/p)

S(i+1,j) = (Q−A) S(i,j) + [i S(i−1,j) + j S(i,j−1)]/(2p)

S(i,j+1) = (Q−B) S(i,j) + [i S(i−1,j) + j S(i,j−1)]/(2p).

A term with a lowered index is absent when that index is zero. The constant is

K = exp(−(ab/p)(A−B)² − I k (aA+bB)/p − k²/(4p)).

Its three parts are the usual damping with separation, a phase, and a damping due to the mismatch of the two plane waves.

Taking the real part of Q would be wrong already for S(1,0) = (Q−A) S(0,0). If two atoms share the same x coordinate, then A = B and Q − A = −I k/(2p), so the real part would give zero where the overlap is nonzero for k ≠ 0. Conjugating the bra changes only the sign of its phase, and that is already contained in k.

**Derivation.** Expand the exponent:

−a(x−A)² − b(x−B)² − I k x = −p x² + (2aA + 2bB − I k) x − aA² − bB².

The linear coefficient is 2pQ, so this equals −p(x−Q)² + pQ² − aA² − bB². Since

pQ² = (aA+bB)²/p − I k (aA+bB)/p − k²/(4p)

and (aA+bB)²/p − aA² − bB² = −(ab/p)(A−B)², the constant part is the exponent of K. The integrand of S(0,0) is therefore K exp(−p(x−Q)²).

To integrate it, set y = x − (aA+bB)/p and s = k/(2p), so that x − Q = y + I s. The derivative of exp(−p(y+I s)²) with respect to s is I times its derivative with respect to y, which integrates to zero. The integral therefore does not depend on s, and at s = 0 it is √(π/p).

For the recursion, let D(i,j) be the integrand of S(i,j). The product rule gives

dD(i,j)/dx = i D(i−1,j) + j D(i,j−1) − 2p(x−Q) D(i,j).

Now write x − Q = (x−A) − (Q−A). The last term becomes −2p D(i+1,j) + 2p(Q−A) D(i,j). Here Q is only a number in an algebraic identity, and x never has to reach it. Because D(i,j) vanishes at both ends of the line, integration yields

0 = i S(i−1,j) + j S(i,j−1) − 2p S(i+1,j) + 2p(Q−A) S(i,j),

which is the first recursion after division by 2p. Finally, x − B = (x−A) + (A−B) gives

S(i,j+1) = S(i+1,j) + (A−B) S(i,j),

and inserting the first recursion turns Q − A into Q − B.

Here is the same result in Lean 4 with Mathlib.

```lean
import Mathlib

open MeasureTheory
open Complex (I)
open scoped ComplexConjugate

namespace LondonOrbitalOverlap

noncomputable section

/-- One Cartesian factor of a London orbital (GIAO): a Gaussian of exponent `a` and power `i`
centred at `A`, times the plane-wave phase `exp (-Iκx)`, where `I` is the imaginary unit. -/
def londonOrbital (a A κ : ℝ) (i : ℕ) (x : ℝ) : ℂ :=
  ((x : ℂ) - A) ^ i * Complex.exp (-a * ((x : ℂ) - A) ^ 2 - I * κ * x)

/-- The complex centre `Q = (aA + bB)/p - Ik/(2p)` with `p = a + b`, for `p ≠ 0`, where `I` is the
imaginary unit. -/
def complexCenter (a b A B k : ℝ) : ℂ :=
  ((a : ℂ) * A + b * B) / (a + b) - I * k / (2 * (a + b))

/-- The constant `K = exp (-(ab/p)(A - B)² - Ik(aA + bB)/p - k²/(4p))` with `p = a + b`, for
`p ≠ 0`, where `I` is the imaginary unit. -/
def prefactor (a b A B k : ℝ) : ℂ :=
  Complex.exp (-((a : ℂ) * b / (a + b)) * ((A : ℂ) - B) ^ 2
    - I * k * (((a : ℂ) * A + b * B) / (a + b)) - (k : ℂ) ^ 2 / (4 * (a + b)))

/-- The overlap density `(x - A)^i (x - B)^j exp (-a(x - A)² - b(x - B)² - Ikx)`, where `I` is the
imaginary unit and `i`, `j` are powers. -/
def density (a b A B k : ℝ) (i j : ℕ) (x : ℝ) : ℂ :=
  ((x : ℂ) - A) ^ i * ((x : ℂ) - B) ^ j *
    Complex.exp (-a * ((x : ℂ) - A) ^ 2 - b * ((x : ℂ) - B) ^ 2 - I * k * x)

/-- The overlap integral `S_ij`, the integral of the overlap density over the real line. -/
def overlap (a b A B k : ℝ) (i j : ℕ) : ℂ := ∫ x : ℝ, density a b A B k i j x

/-- The inner product of two London orbitals with wave numbers `κ` and `κ'` is the overlap
integral with `k = κ' - κ`. -/
theorem inner_londonOrbital (a b A B κ κ' : ℝ) (i j : ℕ) :
    ∫ x : ℝ, conj (londonOrbital a A κ i x) * londonOrbital b B κ' j x
      = overlap a b A B (κ' - κ) i j := by
  refine integral_congr_ae (.of_forall fun x => ?_)
  simp only [londonOrbital, density, map_mul, map_pow, map_sub, map_neg,
    ← Complex.exp_conj, Complex.conj_ofReal, Complex.conj_I]
  rw [mul_mul_mul_comm, ← Complex.exp_add]
  congr 2
  push_cast
  ring

/-- Gaussian product rule with a phase: if `a + b ≠ 0`, two Gaussians times a plane wave are
`K` times a single Gaussian about the complex centre `Q`. -/
theorem gaussian_product (a b A B k : ℝ) (hp : a + b ≠ 0) (x : ℝ) :
    Complex.exp (-a * ((x : ℂ) - A) ^ 2 - b * ((x : ℂ) - B) ^ 2 - I * k * x)
      = prefactor a b A B k *
        Complex.exp (-((a : ℂ) + b) * ((x : ℂ) - complexCenter a b A B k) ^ 2) := by
  have hp' : (a : ℂ) + b ≠ 0 := by exact_mod_cast hp
  have hk : (k : ℂ) ^ 2 = -(I * k) ^ 2 := by rw [mul_pow, Complex.I_sq]; ring
  unfold prefactor complexCenter
  rw [← Complex.exp_add, hk]
  congr 1
  -- completing the square is an identity in the single symbol `u = I * k`
  generalize I * (k : ℂ) = u
  field_simp
  ring

/-- The square of a Gaussian of positive exponent times a power is integrable. -/
theorem integrable_sq_gaussian {a : ℝ} (ha : 0 < a) (A : ℝ) (n : ℕ) :
    Integrable (fun x : ℝ => ((x - A) ^ n * Real.exp (-a * (x - A) ^ 2)) ^ 2) := by
  have h := integrable_rpow_mul_exp_neg_mul_sq (b := 2 * a) (by positivity)
    (s := ((2 * n : ℕ) : ℝ)) (lt_of_lt_of_le (by norm_num) (Nat.cast_nonneg _))
  simp only [Real.rpow_natCast] at h
  refine (h.comp_sub_right A).congr (.of_forall fun x => ?_)
  change (x - A) ^ (2 * n) * Real.exp (-(2 * a) * (x - A) ^ 2)
    = ((x - A) ^ n * Real.exp (-a * (x - A) ^ 2)) ^ 2
  rw [mul_pow, ← Real.exp_nat_mul, ← pow_mul, mul_comm n 2]
  congr 2
  push_cast
  ring

/-- For positive exponents every overlap density is integrable. -/
theorem integrable_density {a b : ℝ} (ha : 0 < a) (hb : 0 < b) (A B k : ℝ) (i j : ℕ) :
    Integrable (density a b A B k i j) := by
  have hc : Continuous (density a b A B k i j) := by
    delta density
    fun_prop
  refine ((integrable_sq_gaussian ha A i).add (integrable_sq_gaussian hb B j)).mono'
    hc.aestronglyMeasurable (.of_forall fun x => ?_)
  -- split off the phase, which has modulus one
  have hsplit : density a b A B k i j x
      = (((x - A) ^ i * Real.exp (-a * (x - A) ^ 2) *
          ((x - B) ^ j * Real.exp (-b * (x - B) ^ 2)) : ℝ) : ℂ) *
        Complex.exp (((-k * x : ℝ) : ℂ) * I) := by
    have he : Complex.exp (-a * ((x : ℂ) - A) ^ 2 - b * ((x : ℂ) - B) ^ 2 - I * k * x)
        = Complex.exp (-a * ((x : ℂ) - A) ^ 2) * Complex.exp (-b * ((x : ℂ) - B) ^ 2) *
          Complex.exp (-k * x * I) := by
      rw [← Complex.exp_add, ← Complex.exp_add]
      congr 1
      ring
    unfold density
    rw [he]
    push_cast
    ring
  rw [hsplit, norm_mul, Complex.norm_exp_ofReal_mul_I, mul_one, Complex.norm_real,
    Real.norm_eq_abs]
  change _ ≤ ((x - A) ^ i * Real.exp (-a * (x - A) ^ 2)) ^ 2
    + ((x - B) ^ j * Real.exp (-b * (x - B) ^ 2)) ^ 2
  generalize (x - A) ^ i * Real.exp (-a * (x - A) ^ 2) = u
  generalize (x - B) ^ j * Real.exp (-b * (x - B) ^ 2) = v
  exact abs_le.2 ⟨by nlinarith [sq_nonneg (u + v), sq_nonneg u, sq_nonneg v],
    by nlinarith [sq_nonneg (u - v), sq_nonneg u, sq_nonneg v]⟩

/-- For positive exponents the lowest overlap is `S_00 = K √(π/p)`, with `p = a + b`. -/
theorem overlap_zero_zero {a b : ℝ} (ha : 0 < a) (hb : 0 < b) (A B k : ℝ) :
    overlap a b A B k 0 0 = prefactor a b A B k * (Real.sqrt (Real.pi / (a + b)) : ℂ) := by
  have hp' : (a : ℂ) + b ≠ 0 := by exact_mod_cast (add_pos ha hb).ne'
  have h := integral_cexp_quadratic (b := -((a : ℂ) + b)) (by simp; linarith)
    (2 * a * A + 2 * b * B - I * k) (-a * (A : ℂ) ^ 2 - b * (B : ℂ) ^ 2)
  have e : overlap a b A B k 0 0 = ∫ x : ℝ, Complex.exp (-((a : ℂ) + b) * (x : ℂ) ^ 2
      + (2 * a * A + 2 * b * B - I * k) * x + (-a * (A : ℂ) ^ 2 - b * (B : ℂ) ^ 2)) := by
    refine integral_congr_ae (.of_forall fun x => ?_)
    simp only [density, pow_zero, one_mul]
    congr 1
    ring
  have hs : ((Real.pi : ℂ) / - -((a : ℂ) + b)) ^ (1 / 2 : ℂ)
      = (Real.sqrt (Real.pi / (a + b)) : ℂ) := by
    rw [neg_neg, Real.sqrt_eq_rpow, Complex.ofReal_cpow (by positivity)]
    push_cast
    rfl
  have hK : Complex.exp ((-a * (A : ℂ) ^ 2 - b * (B : ℂ) ^ 2)
      - (2 * a * A + 2 * b * B - I * k) ^ 2 / (4 * -((a : ℂ) + b)))
      = prefactor a b A B k := by
    have hk : (k : ℂ) ^ 2 = -(I * k) ^ 2 := by rw [mul_pow, Complex.I_sq]; ring
    unfold prefactor
    rw [hk]
    congr 1
    generalize I * (k : ℂ) = u
    field_simp
    ring
  rw [e, h, hs, hK]
  exact mul_comm _ _

/-- The derivative of an overlap density is a combination of densities with one power raised,
lowered or unchanged, provided `a + b ≠ 0`. -/
theorem hasDerivAt_density (a b A B k : ℝ) (hp : a + b ≠ 0) (i j : ℕ) (x : ℝ) :
    HasDerivAt (density a b A B k i j)
      (i * density a b A B k (i - 1) j x + j * density a b A B k i (j - 1) x
        - 2 * ((a : ℂ) + b) * density a b A B k (i + 1) j x
        + 2 * ((a : ℂ) + b) * (complexCenter a b A B k - A) * density a b A B k i j x) x := by
  have hp' : (a : ℂ) + b ≠ 0 := by exact_mod_cast hp
  have hQ : 2 * ((a : ℂ) + b) * (complexCenter a b A B k - A)
      = 2 * b * ((B : ℂ) - A) - I * k := by
    unfold complexCenter
    field_simp
    ring
  have hA := (hasDerivAt_id' (x : ℂ)).sub_const (A : ℂ)
  have hB := (hasDerivAt_id' (x : ℂ)).sub_const (B : ℂ)
  have hE := ((((hA.fun_pow 2).const_mul (-(a : ℂ))).fun_sub
    ((hB.fun_pow 2).const_mul (b : ℂ))).fun_sub
    ((hasDerivAt_id' (x : ℂ)).const_mul (I * (k : ℂ)))).cexp
  refine (((hA.fun_pow i).fun_mul (hB.fun_pow j)).fun_mul hE).comp_ofReal.congr_deriv ?_
  simp only [density, Nat.reduceSub, Nat.cast_ofNat, pow_one]
  linear_combination (-(((x : ℂ) - A) ^ i * ((x : ℂ) - B) ^ j *
    Complex.exp (-a * ((x : ℂ) - A) ^ 2 - b * ((x : ℂ) - B) ^ 2 - I * k * x))) * hQ

/-- Recursion for London-orbital overlaps with positive exponents:
`S_(i+1)j = (Q - A) S_ij + (i S_(i-1)j + j S_i(j-1))/(2p)`, with `p = a + b`. -/
theorem overlap_succ_left {a b : ℝ} (ha : 0 < a) (hb : 0 < b) (A B k : ℝ) (i j : ℕ) :
    overlap a b A B k (i + 1) j
      = (complexCenter a b A B k - A) * overlap a b A B k i j
        + (i * overlap a b A B k (i - 1) j + j * overlap a b A B k i (j - 1))
          / (2 * ((a : ℂ) + b)) := by
  have hp : a + b ≠ 0 := (add_pos ha hb).ne'
  have h2p : 2 * ((a : ℂ) + b) ≠ 0 := mul_ne_zero two_ne_zero (by exact_mod_cast hp)
  have hi := integrable_density ha hb A B k
  have h1 : Integrable (fun x => (i : ℂ) * density a b A B k (i - 1) j x) :=
    (hi _ _).const_mul _
  have h2 : Integrable (fun x => (j : ℂ) * density a b A B k i (j - 1) x) :=
    (hi _ _).const_mul _
  have h3 : Integrable (fun x => 2 * ((a : ℂ) + b) * density a b A B k (i + 1) j x) :=
    (hi _ _).const_mul _
  have h4 : Integrable (fun x => 2 * ((a : ℂ) + b) * (complexCenter a b A B k - A)
      * density a b A B k i j x) := (hi _ _).const_mul _
  have h12 : Integrable (fun x => (i : ℂ) * density a b A B k (i - 1) j x
      + j * density a b A B k i (j - 1) x) := h1.add h2
  have h123 : Integrable (fun x => (i : ℂ) * density a b A B k (i - 1) j x
      + j * density a b A B k i (j - 1) x
      - 2 * ((a : ℂ) + b) * density a b A B k (i + 1) j x) := h12.sub h3
  -- the integral of a total derivative vanishes
  have h := integral_eq_zero_of_hasDerivAt_of_integrable
    (hasDerivAt_density a b A B k hp i j) (h123.add h4) (hi i j)
  rw [integral_add h123 h4, integral_sub h12 h3, integral_add h1 h2] at h
  simp only [integral_const_mul] at h
  change (i : ℂ) * overlap a b A B k (i - 1) j + j * overlap a b A B k i (j - 1)
    - 2 * ((a : ℂ) + b) * overlap a b A B k (i + 1) j
    + 2 * ((a : ℂ) + b) * (complexCenter a b A B k - A) * overlap a b A B k i j = 0 at h
  have e := div_mul_cancel₀
    ((i : ℂ) * overlap a b A B k (i - 1) j + j * overlap a b A B k i (j - 1)) h2p
  apply mul_left_cancel₀ h2p
  linear_combination -h - e

/-- For positive exponents a power is transferred between the centres by
`S_i(j+1) = S_(i+1)j + (A - B) S_ij`. -/
theorem overlap_transfer {a b : ℝ} (ha : 0 < a) (hb : 0 < b) (A B k : ℝ) (i j : ℕ) :
    overlap a b A B k i (j + 1)
      = overlap a b A B k (i + 1) j + ((A : ℂ) - B) * overlap a b A B k i j := by
  have hi := integrable_density ha hb A B k
  have h2 : Integrable (fun x => ((A : ℂ) - B) * density a b A B k i j x) :=
    (hi i j).const_mul _
  unfold overlap
  rw [← integral_const_mul, ← integral_add (hi (i + 1) j) h2]
  refine integral_congr_ae (.of_forall fun x => ?_)
  simp only [density, pow_succ]
  ring

/-- The partner recursion for positive exponents, raising the power on the second centre:
`S_i(j+1) = (Q - B) S_ij + (i S_(i-1)j + j S_i(j-1))/(2p)`, with `p = a + b`. -/
theorem overlap_succ_right {a b : ℝ} (ha : 0 < a) (hb : 0 < b) (A B k : ℝ) (i j : ℕ) :
    overlap a b A B k i (j + 1)
      = (complexCenter a b A B k - B) * overlap a b A B k i j
        + (i * overlap a b A B k (i - 1) j + j * overlap a b A B k i (j - 1))
          / (2 * ((a : ℂ) + b)) := by
  rw [overlap_transfer ha hb, overlap_succ_left ha hb]
  ring

end

end LondonOrbitalOverlap
```

```lean
#print axioms LondonOrbitalOverlap.inner_londonOrbital
-- 'LondonOrbitalOverlap.inner_londonOrbital' depends on axioms: [propext, Classical.choice, Quot.sound]
#print axioms LondonOrbitalOverlap.gaussian_product
-- 'LondonOrbitalOverlap.gaussian_product' depends on axioms: [propext, Classical.choice, Quot.sound]
#print axioms LondonOrbitalOverlap.overlap_zero_zero
-- 'LondonOrbitalOverlap.overlap_zero_zero' depends on axioms: [propext, Classical.choice, Quot.sound]
#print axioms LondonOrbitalOverlap.overlap_succ_right
-- 'LondonOrbitalOverlap.overlap_succ_right' depends on axioms: [propext, Classical.choice, Quot.sound]
```

**What the statements say.** `londonOrbital a A κ i` is one Cartesian factor of an orbital, (x−A)^i exp(−a(x−A)² − I κ x), as a complex function of a real coordinate. `complexCenter` is Q, `prefactor` is K, `density` is D(i,j), and `overlap a b A B k i j` is S(i,j), defined as an integral over the real line and not through the recursion. The theorem `inner_londonOrbital` ties this to quantum mechanics: with the first orbital conjugated, the inner product of orbitals with wave numbers κ and κ' is the overlap with k = κ' − κ. This fixes the sign of k for orbitals with the phase exp(−I κ x). If your orbitals carry exp(+I κ x) instead, use k = κ − κ'.

The closed form is `overlap_zero_zero`, and the recursions are `overlap_succ_left` and `overlap_succ_right`. They assume `0 < a` and `0 < b`, which makes each orbital square integrable. The product rule `gaussian_product` needs only `a + b ≠ 0`. The powers are natural numbers, for which Lean sets 0 − 1 = 0. At i = 0 the term `i * overlap a b A B k (i - 1) j` is thus zero times a finite overlap, as it should be, and likewise at j = 0.

The orbitals are unnormalised. For normalised s-type factors the overlap is K (4ab/p²)^(1/4). In general, divide S(i,j) by the norms of the two factors, whose squares are S(i,i) with both exponents a, both centres A and k = 0, and the analogous S(j,j) for b and B.

The wave numbers are free real parameters. In a GIAO calculation they come from the magnetic field, the gauge origin and the position of the atom, and the file does not model that dependence. It treats primitive functions along one axis, so a three-dimensional overlap of Cartesian primitives needs the product of three such factors. In that restricted sense the recursions supply overlap matrix elements for electronic-structure calculations at finite field. Kinetic and Coulomb integrals, and the field derivatives that enter NMR shieldings, need further work.

**How Lean gets there.** In `gaussian_product` the two exponentials on the right are merged and the exponents compared. The proof rewrites k² as −(I k)² and replaces I k by a single symbol `u`. Completing the square is then a rational identity, which `field_simp` and `ring` settle.

Integrability comes next. `integrable_sq_gaussian` shows that the square of (x−A)^n exp(−a(x−A)²) is integrable, by shifting a known Gaussian moment. In `integrable_density` the phase is split off, since it has modulus one, and what remains is a product uv of two such real functions. The bound |uv| ≤ u² + v² finishes the argument.

`overlap_zero_zero` applies Mathlib's integral of the exponential of a complex quadratic, `integral_cexp_quadratic`, to the expanded exponent, where the derivation above shifts the Gaussian. The step `hs` identifies the complex square root in that formula with the real √(π/p), and `hK` identifies the constant with K.

`hasDerivAt_density` is the product rule for D(i,j). Its auxiliary identity `hQ` states 2p(Q−A) = 2b(B−A) − I k, which is what turns the derivative of the exponent into a raised power plus a multiple of D(i,j).

In `overlap_succ_left` the vanishing of the boundary terms is supplied by `integral_eq_zero_of_hasDerivAt_of_integrable`: if a function and its derivative are both integrable, the derivative integrates to zero. The hypotheses `h1` to `h4` provide integrability of the four terms, so that the integral can be split, and `linear_combination` solves for S(i+1,j).

`overlap_transfer` integrates the identity x − B = (x−A) + (A−B) multiplied by D(i,j). `overlap_succ_right` then follows by two rewrites and `ring`, just as Q − A became Q − B by hand.
